# With μ₀/4π = 1, a uniform field whose vector potential matches a point dipole's on a sphere integrates to 8πm/3 over the ball

An electron in an s orbital has a nonzero density at the nucleus, which is exactly where the magnetic field of a point-like nuclear moment is singular. The dipole formula gives the field at every other point. It does not say what the electron feels at the nucleus itself. One way to find out is to replace the potential inside a small sphere by a regular one with the same values on the surface, and then to shrink the sphere.

## Dipole field outside, constant field inside

Let \(m\in\mathbb R^3\) be the moment, \(r\) the position relative to the nucleus, and \(R>0\) the radius of the sphere. The prefactor \(\mu_0/4\pi\) is dropped throughout. The point dipole has the vector potential \(m\times r/|r|^3\), and for \(r\neq0\)

\[
\nabla\times\frac{m\times r}{|r|^3}=\frac{3(m\cdot r)\,r-|r|^2m}{|r|^5}.
\]

The potential \(m\times r/R^3\) agrees with it on \(|r|=R\) and has the constant curl \(2m/R^3\), so that

\[
\int_{|r|<R}\frac{2m}{R^3}\,d^3r=\frac{8\pi}{3}\,m .
\]

If this interior field is weighted with a continuous density \(\rho\), the integral tends to \((8\pi/3)\,\rho(0)\,m\) as \(R\to0^+\).

## The isotropic hyperfine coupling in a code

In a non-relativistic model with point nuclear dipoles, an electronic-structure code obtains the isotropic hyperfine coupling from the spin density at the nucleus, with the factor \(8\pi/3\) derived here for a classical field and a given density. The anisotropic part comes from the dipole formula. A quadrature of that formula alone misses the isotropic part: by symmetry the dipole field averages to zero over every sphere around the nucleus, so the quadrature gives nothing for a density that is spherical about the nucleus.

## The curl of a radial profile times m × r

Take a potential \(g(|r|)\,m\times r\) with a differentiable profile \(g\). The product rule gives

\[
\nabla\times(g\,m\times r)=\nabla g\times(m\times r)+g\,\nabla\times(m\times r).
\]

For the second term, number the components 0, 1, 2. Component 0 of \(\nabla\times(m\times r)\) is

\[
\partial_1(m_0r_1-m_1r_0)-\partial_2(m_2r_0-m_0r_2)=2m_0,
\]

and the other two follow cyclically, so \(\nabla\times(m\times r)=2m\). For the first term, \(\nabla g=g'(|r|)\,r/|r|\) at \(r\neq0\), and \(r\times(m\times r)=|r|^2m-(m\cdot r)\,r\). Together,

\[
\nabla\times(g\,m\times r)=2g\,m+\frac{g'}{|r|}\bigl(|r|^2m-(m\cdot r)\,r\bigr).
\]

With \(g(s)=s^{-3}\) and \(g'(s)=-3s^{-4}\) this becomes

\[
\frac{2m}{|r|^3}-\frac{3}{|r|^5}\bigl(|r|^2m-(m\cdot r)\,r\bigr)=\frac{3(m\cdot r)\,r-|r|^2m}{|r|^5}.
\]

With the constant \(g=R^{-3}\) the term with \(\nabla g\) vanishes everywhere, also at \(r=0\), so the curl is \(2m/R^3\), and multiplying by the volume \(4\pi R^3/3\) gives \(8\pi m/3\).

For the weighted integral, suppose that \(|\rho(r)-\rho(0)|\le\eta\) on the ball. Then

\[
\left|\frac{2}{R^3}\int_{|r|<R}\rho\,d^3r-\frac{8\pi}{3}\rho(0)\right|
\le\frac{2}{R^3}\,\eta\,\frac{4\pi R^3}{3}=\frac{8\pi}{3}\,\eta .
\]

Continuity at the nucleus makes \(\eta\) as small as desired once \(R\) is small enough.

## A unit moment and a sphere of radius 2

Let \(m=(0,0,1)\) and \(R=2\). The interior field is \((0,0,1/4)\), the volume is \(32\pi/3\), and their product is \((0,0,8\pi/3)\).

At the equatorial point \(r=(2,0,0)\) both potentials equal \((0,1/4,0)\). The dipole field there is \((0,0,-1/8)\), which differs from the interior field. The potentials match on the sphere; the fields in general do not.

## The Lean file

```lean
import Mathlib

open MeasureTheory Metric Filter Topology Matrix

noncomputable section

namespace FermiContact

/-- Three-dimensional Euclidean space. -/
abbrev E := EuclideanSpace ℝ (Fin 3)

/-- The cross product `m × r`, as a linear map in `r`. -/
def cross (m : E) : E →L[ℝ] E :=
  LinearMap.toContinuousLinearMap
    { toFun := fun r => WithLp.toLp 2 (crossProduct m.ofLp r.ofLp)
      map_add' := by intro x y; simp
      map_smul' := by intro c x; simp }

/-- The partial derivative of the component `F i` along the coordinate axis `j`, at a point `r`
where `F` is differentiable. -/
def partialDeriv (F : E → E) (r : E) (j i : Fin 3) : ℝ :=
  (fderiv ℝ F r (EuclideanSpace.single j 1)) i

/-- The curl of a vector field `F` at a point `r` where `F` is differentiable. -/
def curl (F : E → E) (r : E) : E :=
  !₂[partialDeriv F r 1 2 - partialDeriv F r 2 1,
     partialDeriv F r 2 0 - partialDeriv F r 0 2,
     partialDeriv F r 0 1 - partialDeriv F r 1 0]

/-- The vector potential `m × r / |r|³` of a point dipole `m`, for `r ≠ 0`. -/
def dipolePotential (m r : E) : E := (‖r‖ ^ 3)⁻¹ • cross m r

/-- The vector potential `m × r / R³` inside a ball of radius `R ≠ 0`. -/
def interiorPotential (m : E) (R : ℝ) (r : E) : E := (R ^ 3)⁻¹ • cross m r

/-- The cross product in Cartesian components. -/
theorem cross_coords (m r : E) :
    cross m r = !₂[m 1 * r 2 - m 2 * r 1, m 2 * r 0 - m 0 * r 2,
      m 0 * r 1 - m 1 * r 0] := by
  change WithLp.toLp 2 (crossProduct m.ofLp r.ofLp) = _
  rw [cross_apply]

/-- The potential `g(|r|) m × r` is differentiable at `r ≠ 0` if `g` is differentiable at `|r|`,
and its curl there is `2 g m + (g'/|r|) (|r|² m - (m·r) r)`. -/
theorem curl_radial (m : E) {r : E} (hr : r ≠ 0) {g : ℝ → ℝ} {g' : ℝ}
    (hg : HasDerivAt g g' ‖r‖) :
    DifferentiableAt ℝ (fun x : E => g ‖x‖ • cross m x) r ∧
    curl (fun x : E => g ‖x‖ • cross m x) r =
      (2 * g ‖r‖) • m + (g' / ‖r‖) • (‖r‖ ^ 2 • m - (inner ℝ m r) • r) := by
  have hr0 : ‖r‖ ≠ 0 := norm_ne_zero_iff.2 hr
  -- the gradient of the distance is the radial unit vector
  have hn : HasFDerivAt (fun x : E => ‖x‖) (‖r‖⁻¹ • innerSL ℝ r) r := by
    have h := ((hasStrictFDerivAt_norm_sq r).hasFDerivAt).sqrt (pow_ne_zero 2 hr0)
    have e : ∀ x : E, √(‖x‖ ^ 2) = ‖x‖ := fun x => Real.sqrt_sq (norm_nonneg x)
    simp only [e] at h
    refine h.congr_fderiv ?_
    match_scalars
    field_simp
  -- product rule
  have hF : HasFDerivAt (fun x : E => g ‖x‖ • cross m x)
      (g ‖r‖ • cross m + (g' • (‖r‖⁻¹ • innerSL ℝ r)).smulRight (cross m r)) r :=
    (hg.comp_hasFDerivAt r hn).smul (cross m).hasFDerivAt
  refine ⟨hF.differentiableAt, ?_⟩
  have hin : inner ℝ m r = m 0 * r 0 + m 1 * r 1 + m 2 * r 2 := by
    simp only [PiLp.inner_apply, Fin.sum_univ_three, RCLike.inner_apply, conj_trivial]
    ring
  have hns : ‖r‖ ^ 2 = r 0 ^ 2 + r 1 ^ 2 + r 2 ^ 2 := by
    rw [EuclideanSpace.norm_sq_eq]
    simp [Fin.sum_univ_three]
  rw [hin, hns]
  -- insert the derivative, then compare components
  simp only [curl, partialDeriv, hF.fderiv]
  ext i
  fin_cases i <;>
    simp [cross_coords, EuclideanSpace.inner_single_right] <;>
    ring

/-- Away from the origin the potential of a point dipole is differentiable, and its curl is the
dipole field `(3 (m·r) r - |r|² m) / |r|⁵`. -/
theorem curl_dipolePotential (m : E) {r : E} (hr : r ≠ 0) :
    DifferentiableAt ℝ (dipolePotential m) r ∧
    curl (dipolePotential m) r =
      (1 / ‖r‖ ^ 5) • ((3 * inner ℝ m r) • r - ‖r‖ ^ 2 • m) := by
  have hr0 : ‖r‖ ≠ 0 := norm_ne_zero_iff.2 hr
  have h1 : HasDerivAt (fun s : ℝ => (s ^ 3)⁻¹) _ ‖r‖ :=
    (hasDerivAt_pow 3 ‖r‖).inv (pow_ne_zero 3 hr0)
  have h2 : HasDerivAt (fun s : ℝ => (s ^ 3)⁻¹) (-3 / ‖r‖ ^ 4) ‖r‖ := by
    refine h1.congr_deriv ?_
    norm_num
    field_simp
  obtain ⟨hd, hc⟩ := curl_radial m hr h2
  refine ⟨hd, Eq.trans hc ?_⟩
  match_scalars <;> field_simp
  ring

/-- The potential `c m × r` is differentiable everywhere and has the constant curl `2 c m`. -/
theorem curl_uniform (m : E) (c : ℝ) (r : E) :
    DifferentiableAt ℝ (fun x : E => c • cross m x) r ∧
    curl (fun x : E => c • cross m x) r = (2 * c) • m := by
  have hF : HasFDerivAt (fun x : E => c • cross m x) (c • cross m) r :=
    (c • cross m).hasFDerivAt
  refine ⟨hF.differentiableAt, ?_⟩
  simp only [curl, partialDeriv, hF.fderiv]
  ext i
  fin_cases i <;> simp [cross_coords] <;> ring

/-- A ball of radius `R ≥ 0` has volume `4πR³/3`. -/
theorem ball_volume {R : ℝ} (hR : 0 ≤ R) :
    volume.real (ball (0 : E) R) = 4 / 3 * Real.pi * R ^ 3 := by
  have hp : 0 ≤ Real.pi * 4 / 3 := by positivity
  rw [Measure.real, EuclideanSpace.volume_ball_fin_three, ENNReal.toReal_mul,
    ENNReal.toReal_pow, ENNReal.toReal_ofReal hR, ENNReal.toReal_ofReal hp]
  ring

/-- For `R > 0` the interior potential agrees with the dipole potential on the sphere `|r| = R`,
its curl is `2m/R³` everywhere, and the integral of this curl over the ball is `8πm/3`. -/
theorem contact_term (m : E) {R : ℝ} (hR : 0 < R) :
    (∀ r : E, ‖r‖ = R → interiorPotential m R r = dipolePotential m r) ∧
    (∀ r : E, curl (interiorPotential m R) r = (2 / R ^ 3) • m) ∧
    ∫ r in ball (0 : E) R, curl (interiorPotential m R) r = (8 * Real.pi / 3) • m := by
  have hc : ∀ r : E, curl (interiorPotential m R) r = (2 / R ^ 3) • m :=
    fun r => (curl_uniform m (R ^ 3)⁻¹ r).2
  refine ⟨fun r h => by rw [interiorPotential, dipolePotential, h], hc, ?_⟩
  -- a constant field times the volume of the ball
  simp only [hc]
  rw [setIntegral_const, ball_volume hR.le, smul_smul]
  congr 1
  field_simp
  norm_num

/-- For a continuous density `ρ`, the integral of `ρ` times the interior field over the ball of
radius `R` tends to `(8π/3) ρ(0) m` as `R` shrinks to zero from above. -/
theorem contact_limit (m : E) {ρ : E → ℝ} (hρ : Continuous ρ) :
    Tendsto (fun R : ℝ => ∫ r in ball (0 : E) R, ρ r • curl (interiorPotential m R) r)
      (𝓝[>] 0) (𝓝 ((8 * Real.pi / 3 * ρ 0) • m)) := by
  have hs : Tendsto (fun R : ℝ => (∫ r in ball (0 : E) R, ρ r) * (2 / R ^ 3))
      (𝓝[>] 0) (𝓝 (8 * Real.pi / 3 * ρ 0)) := by
    rw [Metric.tendsto_nhdsWithin_nhds]
    intro ε hε
    obtain ⟨δ, hδ, h⟩ := Metric.continuous_iff.1 hρ 0 (ε / 10) (by positivity)
    refine ⟨δ, hδ, ?_⟩
    intro R hR hRδ
    have hR : 0 < R := hR
    rw [Real.dist_eq, sub_zero, abs_of_pos hR] at hRδ
    have hint : ∀ f : E → ℝ, Continuous f → IntegrableOn f (ball (0 : E) R) := fun f hf =>
      (hf.continuousOn.integrableOn_compact (isCompact_closedBall 0 R)).mono_set
        ball_subset_closedBall
    -- on a small ball the density deviates little from its value at the nucleus
    have hb : ‖∫ r in ball (0 : E) R, (ρ r - ρ 0)‖ ≤
        ε / 10 * (4 / 3 * Real.pi * R ^ 3) := by
      rw [← ball_volume hR.le]
      refine norm_setIntegral_le_of_norm_le_const measure_ball_lt_top (fun r hr => ?_)
      rw [← dist_eq_norm]
      exact (h r (lt_trans (mem_ball.1 hr) hRδ)).le
    rw [integral_sub (hint ρ hρ) (hint _ continuous_const), setIntegral_const,
      ball_volume hR.le, smul_eq_mul, Real.norm_eq_abs] at hb
    have e : (∫ r in ball (0 : E) R, ρ r) * (2 / R ^ 3) - 8 * Real.pi / 3 * ρ 0 =
        ((∫ r in ball (0 : E) R, ρ r) - 4 / 3 * Real.pi * R ^ 3 * ρ 0) * (2 / R ^ 3) := by
      field_simp
      ring
    have h2 : 0 < 2 / R ^ 3 := by positivity
    rw [Real.dist_eq, e, abs_mul, abs_of_pos h2]
    calc _ ≤ ε / 10 * (4 / 3 * Real.pi * R ^ 3) * (2 / R ^ 3) :=
          mul_le_mul_of_nonneg_right hb h2.le
      _ = ε * (8 * Real.pi / 30) := by
          field_simp
          ring
      _ < ε := by nlinarith [mul_pos hε (sub_pos.2 Real.pi_lt_d2)]
  refine (hs.smul_const m).congr' ?_
  filter_upwards [self_mem_nhdsWithin] with R hR
  simp only [(contact_term m hR).2.1, smul_smul]
  rw [integral_smul_const, integral_mul_const]

end FermiContact
```

```lean
#print axioms FermiContact.curl_dipolePotential
#print axioms FermiContact.contact_limit
```

```
'FermiContact.curl_dipolePotential' depends on axioms: [propext, Classical.choice, Quot.sound]
'FermiContact.contact_limit' depends on axioms: [propext, Classical.choice, Quot.sound]
```

## Fields, curls and limits as Lean objects

`E` is three-dimensional Euclidean space, and `cross m` is the map \(r\mapsto m\times r\), built from Mathlib's cross product. `partialDeriv F r j i` is \(\partial_jF_i\) at \(r\), and `curl` combines these in the usual right-handed order. The dot product \(m\cdot r\) appears as `inner ℝ m r`.

Mathlib's `fderiv` returns zero where a function is not differentiable, so a curl formula alone could be misleading. For this reason `curl_dipolePotential` and `curl_uniform` state differentiability together with the curl.

`curl_dipolePotential` is the dipole formula, with the hypothesis `r ≠ 0`. `contact_term` assumes `0 < R` and states three things: agreement on the sphere, the constant curl, and the integral over the open ball. The function `interiorPotential m R` is defined on all of space, and its physical role is confined to the ball. In `contact_limit`, `𝓝[>] 0` means that \(R\) approaches zero from above, and `ρ` is any continuous real function. It may change sign, as a spin density does.

## From the product rule to the shrinking ball

`curl_radial` is the general formula for a profile \(g\). Its step `hn` finds the gradient of \(|r|\) by differentiating \(\sqrt{|r|^2}\), and `hF` is the product rule. After the dot product and the squared norm are written in coordinates, `fin_cases i` splits the vector equation into three components, which `simp` and `ring` settle. The derivation by hand uses the identity for \(r\times(m\times r)\) at this point; the file verifies the components directly.

`curl_dipolePotential` inserts \(g'=-3/s^4\), and `match_scalars` compares the coefficients of \(m\) and \(r\). `curl_uniform` uses the fact that a linear map is its own derivative. `ball_volume` converts Mathlib's volume formula to a real number, and `contact_term` multiplies it by the constant field.

In `contact_limit`, `hs` is the limit of the scalar factor in front of \(m\). The bound `hb` is the estimate above with \(\eta=\varepsilon/10\), before the factor \(2/R^3\) is applied; here \(\varepsilon\) is the required accuracy. With that factor the deviation is at most \(8\pi\varepsilon/30\), which is below \(\varepsilon\) because \(\pi<3.15\). The last lines multiply by \(m\) and identify the result with the original integral for \(R>0\).

## A classical field, a given density and the interior of the sphere

The theorems fix the factor \(8\pi/3\), its sign and its independence of \(R\) for this interior potential. They concern real numbers, and say nothing about the quadrature, basis set or rounding of a particular program.

The Fermi contact interaction of a spin Hamiltonian is an operator that couples nuclear and electron spins. The file contains the classical field integral behind its coefficient, without spin operators, g-factors or the prefactor \(\mu_0/4\pi\). The limit concerns the integral over the ball only. Convergence of the exterior dipole integral, and the full distributional curl of the point-dipole potential, would need separate proofs.

The density must have a meaningful value at the nucleus. As a mathematical example, not a physical electron density, let \(\rho(0)=1\) and \(\rho(r)=0\) for every \(r\neq0\). The weighted integral is then zero for every \(R\), whereas the stated limit would be \(8\pi m/3\), which is wrong for \(m\neq0\). Boundedness together with continuity away from the nucleus is therefore not enough: \(\rho(0)\) has to be tied to the values nearby.
